# Canonical spinors for any Hartree-Fock solution with a Hermitian Fock matrix in a finite basis

## When the multipliers are not orbital energies

If the Lagrange multipliers could not be diagonalised at fixed density, a program that finds Dirac-Hartree-Fock spinors by diagonalising the Fock matrix could miss solutions. It looks for spinors that each have an energy of their own. Making the energy stationary under orthonormality constraints asks for less: the Fock matrix may mix the occupied spinors among themselves, through a full matrix $L$ of multipliers. If $L$ had complex eigenvalues or too few eigenvectors, such a solution would have no set of real orbital energies.

This does not happen when the Fock matrix at the self-consistent density is Hermitian. A unitary rotation of the occupied spinors then makes $L$ real and diagonal and leaves the density as it was. For a single Fock matrix in a finite basis, one may therefore solve a generalised eigenvalue problem without losing any self-consistent density, as long as every choice of occupied eigenvectors is allowed. A program that always fills the lowest positive-energy spinors can still miss solutions with other occupations.

## Spinors, density and Fock matrix

Expand $k$ occupied four-component spinors in $n$ basis functions and collect the coefficients as columns of an $n\times k$ matrix $C$. Let $S$ be the overlap matrix and $D=CC^\dagger$ the density matrix. The equations are
$$C^\dagger S C = 1,\qquad F(D)\,C = S\,C\,L .$$
For Dirac-Hartree-Fock the Fock matrix at a density matrix $P$ is
$$F(P)_{pq}=h_{pq}+\sum_{rs}\big[(pq|rs)-(ps|rq)\big]P_{sr}.$$
Here $h$ holds the one-electron Dirac operator with the nuclear attraction, and $(pq|rs)$ is the repulsion between the charge distributions $\phi_p^\dagger\phi_q$ and $\phi_r^\dagger\phi_s$. The two terms in the bracket are Coulomb and exchange.

## What is stated

In the Lean file, `n` and `k` are finite index types, `ᴴ` is the conjugate transpose, and `density C` is $D$. The map `F` is an arbitrary function from matrices to matrices. The structure `SCFSolution F S C L` records the two equations above and nothing else.

The main theorem, `canonical_orbitals_exist`, assumes such a solution and that `F (density C)` is Hermitian. It concludes that $L$ is Hermitian, and that there are a unitary $U$ and real numbers $\varepsilon_i$ such that $CU$ has the same density and solves the equations with multiplier matrix $\mathrm{diag}(\varepsilon_i)$. It needs no condition on $S$ beyond $C^\dagger SC=1$.

Three further results complete the picture:

- `orbital_energies_unique`: two canonical solutions with equal densities and equally many spinors satisfy $\prod_i(x-\varepsilon'_i)=\prod_i(x-\varepsilon_i)$ for every complex $x$, so their energies agree with multiplicity.
- `scf_iff_commutator`: if $S$ and $F(D)$ are Hermitian and $C^\dagger SC=1$, the equations hold for some $L$ exactly when $FDS=SDF$. The difference of the two sides is a common measure of convergence.
- `fock_isHermitian`: the matrix `fock h g P` is Hermitian if $h$ and $P$ are, and if $(pq|rs)^*=(qp|sr)$ and $(pq|rs)=(rs|pq)$. These symmetries express a real interaction that treats the two electrons alike.

The self-consistent equation is a hypothesis; it is not derived from an energy functional, and no solution is shown to exist for a given atom. Nothing selects positive-energy spinors, and $U$ need not respect the angular-momentum labels of atomic shells. Open-shell schemes with a different Fock operator for each shell do not fit the single map $F$.

## The derivation by hand

Write $F$ for $F(D)$ and let it be Hermitian; the last step proves this for the Dirac-Hartree-Fock matrix.

**Multipliers.** Multiply the equation from the left by $C^\dagger$:
$$L=C^\dagger SC\,L=C^\dagger FC,\qquad L^\dagger=C^\dagger F^\dagger C=L.$$

**Rotation.** Let $U$ be unitary. Then $(CU)(CU)^\dagger=CUU^\dagger C^\dagger=D$, so $F$ is unchanged. Also $(CU)^\dagger S(CU)=U^\dagger U=1$, and
$$F\,CU=SCLU=S(CU)(U^\dagger LU).$$

**Diagonalisation.** Since $L$ is Hermitian, it has an orthonormal set of eigenvectors with real eigenvalues $\varepsilon_i$. Take them as the columns of $U$. Then $LU=U\,\mathrm{diag}(\varepsilon_i)$, hence $U^\dagger LU=\mathrm{diag}(\varepsilon_i)$.

**Uniqueness.** Let $C'$, $L'$ be a second solution with the same $D$. Then
$$C'=C'C'^\dagger SC'=DSC'=C\,(C^\dagger SC').$$
Put $U=C^\dagger SC'$, so that $C'=CU$. Orthonormality of both sets gives $U^\dagger U=U^\dagger C^\dagger SCU=C'^\dagger SC'=1$, and $U$ is square, so it is unitary. Moreover $L'=C'^\dagger FC'=U^\dagger LU$. If both multiplier matrices are diagonal,
$$\prod_i(x-\varepsilon'_i)=\det\big(U^\dagger(x-L)U\big)=\det(x-L)=\prod_i(x-\varepsilon_i).$$

**Commutator.** With $S$ Hermitian, the adjoint of $FC=SCL$ is $C^\dagger F=LC^\dagger S$. Therefore
$$FDS=FCC^\dagger S=SCLC^\dagger S=SCC^\dagger F=SDF.$$
Conversely, if $FDS=SDF$, then
$$FC=FCC^\dagger SC=FDSC=SDFC=SC(C^\dagger FC),$$
which is the equation with $L=C^\dagger FC$.

**Hermitian Fock matrix.** Let $h$ and $P$ be Hermitian. Conjugate $F(P)_{qp}$ and use the first integral symmetry:
$$F(P)_{qp}^*=h_{pq}+\sum_{rs}\big[(pq|sr)-(sq|pr)\big]P_{rs}.$$
Exchanging the names $r$ and $s$ turns the bracket into $(pq|rs)-(rq|ps)$ and the density factor into $P_{sr}$. The second symmetry gives $(rq|ps)=(ps|rq)$, so the result is $F(P)_{pq}$.

## One electron, then two

With one occupied spinor, $C$ is a column $c$ and $L$ is the real number $c^\dagger Fc$. The only freedom left in $U$ is a phase, so the spinor is already canonical. In $F(cc^\dagger)c$ the Coulomb and exchange terms cancel, which leaves $hc=\varepsilon Sc$, the Dirac equation for one electron in the basis.

With two electrons $L$ can be non-diagonal. The file's example has three basis functions, simple model integrals in place of real Coulomb ones, and the first two functions occupied. There
$$F=\begin{pmatrix}1&1&0\\1&1&0\\0&0&7\end{pmatrix},\qquad L=\begin{pmatrix}1&1\\1&1\end{pmatrix}.$$
The canonical spinors have coefficients $(1,\pm1,0)/\sqrt2$ and energies $2$ and $0$.

## The Lean file

```lean
import Mathlib

open Matrix

namespace DiracHartreeFockCanonical

noncomputable section

variable {n k : Type*} [Fintype n] [Fintype k] [DecidableEq k]

/-- The density matrix `C Cᴴ` of the occupied spinors, whose coefficients are the columns
of `C`. -/
def density {n k : Type*} [Fintype k] (C : Matrix n k ℂ) : Matrix n n ℂ := C * Cᴴ

/-- The occupied spinors `C` are orthonormal in the metric `S` and solve the self-consistent
equations `F(C Cᴴ) C = S C L` with the matrix `L` of Lagrange multipliers. -/
structure SCFSolution (F : Matrix n n ℂ → Matrix n n ℂ) (S : Matrix n n ℂ)
    (C : Matrix n k ℂ) (L : Matrix k k ℂ) : Prop where
  orthonormal : Cᴴ * S * C = 1
  equation : F (density C) * C = S * C * L

/-- The Fock matrix built from a one-electron matrix `h`, the two-electron integrals
`g p q r s = (pq|rs)` and a density matrix `P`: one-electron part plus Coulomb minus exchange. -/
def fock (h : Matrix n n ℂ) (g : n → n → n → n → ℂ) (P : Matrix n n ℂ) : Matrix n n ℂ :=
  Matrix.of fun p q => h p q + ∑ r, ∑ s, (g p q r s - g p s r q) * P s r

variable {F : Matrix n n ℂ → Matrix n n ℂ} {S : Matrix n n ℂ}
  {C C' : Matrix n k ℂ} {L L' : Matrix k k ℂ}

/-- The Lagrange multipliers of a self-consistent solution are the matrix elements of the
Fock operator between the occupied spinors. -/
theorem multiplier_eq (h : SCFSolution F S C L) : L = Cᴴ * F (density C) * C := by
  calc L = Cᴴ * S * C * L := by rw [h.orthonormal, Matrix.one_mul]
    _ = Cᴴ * (S * C * L) := by simp only [Matrix.mul_assoc]
    _ = Cᴴ * (F (density C) * C) := by rw [← h.equation]
    _ = Cᴴ * F (density C) * C := by rw [Matrix.mul_assoc]

/-- If the Fock matrix at the self-consistent density is Hermitian, so is the matrix of
Lagrange multipliers. -/
theorem multiplier_isHermitian (hF : (F (density C)).IsHermitian)
    (h : SCFSolution F S C L) : L.IsHermitian := by
  rw [multiplier_eq h]
  exact Matrix.isHermitian_conjTranspose_mul_mul C hF

/-- A unitary rotation among the occupied spinors leaves the density unchanged and gives
another self-consistent solution, with multipliers `Uᴴ L U`. -/
theorem rotate (h : SCFSolution F S C L) {U : Matrix k k ℂ}
    (hU : U ∈ Matrix.unitaryGroup k ℂ) :
    density (C * U) = density C ∧ SCFSolution F S (C * U) (Uᴴ * L * U) := by
  have h1 : U * Uᴴ = 1 := Matrix.mem_unitaryGroup_iff.mp hU
  have h2 : Uᴴ * U = 1 := Matrix.mem_unitaryGroup_iff'.mp hU
  have hd : density (C * U) = density C := by
    calc C * U * (C * U)ᴴ = C * (U * Uᴴ) * Cᴴ := by
          simp only [Matrix.conjTranspose_mul, Matrix.mul_assoc]
      _ = C * Cᴴ := by rw [h1, Matrix.mul_one]
  refine ⟨hd, ?_, ?_⟩
  · calc (C * U)ᴴ * S * (C * U) = Uᴴ * (Cᴴ * S * C) * U := by
          simp only [Matrix.conjTranspose_mul, Matrix.mul_assoc]
      _ = 1 := by rw [h.orthonormal, Matrix.mul_one, h2]
  · rw [hd]
    calc F (density C) * (C * U) = F (density C) * C * U := by rw [Matrix.mul_assoc]
      _ = S * C * L * U := by rw [h.equation]
      _ = S * C * (U * Uᴴ) * L * U := by rw [h1, Matrix.mul_one]
      _ = S * (C * U) * (Uᴴ * L * U) := by simp only [Matrix.mul_assoc]

/-- Canonical orbitals exist: if the Fock matrix at the self-consistent density is Hermitian,
then `L` is Hermitian, and a unitary rotation of the occupied spinors keeps the density and
solves the same equations with a diagonal matrix of real orbital energies. -/
theorem canonical_orbitals_exist (hF : (F (density C)).IsHermitian)
    (h : SCFSolution F S C L) :
    L.IsHermitian ∧ ∃ U ∈ Matrix.unitaryGroup k ℂ, ∃ ε : k → ℝ,
      density (C * U) = density C ∧
      SCFSolution F S (C * U) (Matrix.diagonal fun i => (ε i : ℂ)) := by
  have hL := multiplier_isHermitian hF h
  let U : Matrix k k ℂ := hL.eigenvectorUnitary
  have hU : U ∈ Matrix.unitaryGroup k ℂ := hL.eigenvectorUnitary.2
  have h2 : Uᴴ * U = 1 := Matrix.mem_unitaryGroup_iff'.mp hU
  -- the columns of U are eigenvectors of L
  have hLU : L * U = U * Matrix.diagonal fun i => (hL.eigenvalues i : ℂ) := by
    ext i j
    have hv := congrFun (hL.mulVec_eigenvectorBasis j) i
    rw [Matrix.mul_diagonal]
    simpa [U, Matrix.mul_apply, Matrix.mulVec, dotProduct,
      Matrix.IsHermitian.eigenvectorUnitary_apply, mul_comm] using hv
  have hD : Uᴴ * L * U = Matrix.diagonal fun i => (hL.eigenvalues i : ℂ) := by
    rw [Matrix.mul_assoc, hLU, ← Matrix.mul_assoc, h2, Matrix.one_mul]
  obtain ⟨hd, hs⟩ := rotate h hU
  rw [hD] at hs
  exact ⟨hL, U, hU, hL.eigenvalues, hd, hs⟩

/-- Two self-consistent solutions with the same density and the same number of spinors differ
by a unitary rotation, which also relates their Lagrange multipliers. -/
theorem same_density_unitary (h : SCFSolution F S C L) (h' : SCFSolution F S C' L')
    (hd : density C' = density C) :
    ∃ U ∈ Matrix.unitaryGroup k ℂ, C' = C * U ∧ L' = Uᴴ * L * U := by
  obtain ⟨U, hU⟩ : ∃ U : Matrix k k ℂ, C' = C * U := by
    refine ⟨Cᴴ * S * C', ?_⟩
    calc C' = C' * (C'ᴴ * S * C') := by rw [h'.orthonormal, Matrix.mul_one]
      _ = density C' * S * C' := by simp only [density, Matrix.mul_assoc]
      _ = density C * S * C' := by rw [hd]
      _ = C * (Cᴴ * S * C') := by simp only [density, Matrix.mul_assoc]
  refine ⟨U, Matrix.mem_unitaryGroup_iff'.mpr ?_, hU, ?_⟩
  · -- orthonormality of both sets forces U to be unitary
    change Uᴴ * U = 1
    calc Uᴴ * U = Uᴴ * (Cᴴ * S * C) * U := by rw [h.orthonormal, Matrix.mul_one]
      _ = (C * U)ᴴ * S * (C * U) := by
          simp only [Matrix.conjTranspose_mul, Matrix.mul_assoc]
      _ = 1 := by rw [← hU, h'.orthonormal]
  · rw [multiplier_eq h', multiplier_eq h, hd, hU]
    simp only [Matrix.conjTranspose_mul, Matrix.mul_assoc]

/-- Two canonical solutions with the same density and the same number of spinors have the same
orbital energies with multiplicity: the polynomials with these energies as roots agree. -/
theorem orbital_energies_unique {ε ε' : k → ℝ}
    (h : SCFSolution F S C (Matrix.diagonal fun i => (ε i : ℂ)))
    (h' : SCFSolution F S C' (Matrix.diagonal fun i => (ε' i : ℂ)))
    (hd : density C' = density C) (x : ℂ) :
    ∏ i, (x - (ε' i : ℂ)) = ∏ i, (x - (ε i : ℂ)) := by
  obtain ⟨U, hU, -, hL⟩ := same_density_unitary h h' hd
  have h2 : Uᴴ * U = 1 := Matrix.mem_unitaryGroup_iff'.mp hU
  have e : ∀ d : k → ℝ, (Matrix.diagonal fun i => x - (d i : ℂ)) =
      x • (1 : Matrix k k ℂ) - Matrix.diagonal fun i => (d i : ℂ) := by
    intro d
    ext i j
    by_cases hij : i = j
    · subst hij
      simp
    · simp [hij]
  rw [← Matrix.det_diagonal, ← Matrix.det_diagonal, e, e, hL]
  -- the two secular determinants are related by a similarity transformation
  calc (x • (1 : Matrix k k ℂ) - Uᴴ * (Matrix.diagonal fun i => (ε i : ℂ)) * U).det
      = (Uᴴ * (x • (1 : Matrix k k ℂ) - Matrix.diagonal fun i => (ε i : ℂ)) * U).det := by
        rw [Matrix.mul_sub, Matrix.sub_mul, Matrix.mul_smul, Matrix.smul_mul,
          Matrix.mul_one, h2]
    _ = _ := by
        rw [Matrix.det_mul, Matrix.det_mul, mul_right_comm, ← Matrix.det_mul, h2,
          Matrix.det_one, one_mul]

/-- For a Hermitian metric and a Hermitian Fock matrix, orthonormal spinors solve the
self-consistent equations for some `L` exactly when `F D S = S D F`, with `D` their density. -/
theorem scf_iff_commutator (hS : S.IsHermitian) (hF : (F (density C)).IsHermitian)
    (hC : Cᴴ * S * C = 1) :
    (∃ L, SCFSolution F S C L) ↔
      F (density C) * density C * S = S * density C * F (density C) := by
  constructor
  · rintro ⟨L, h⟩
    have hL := multiplier_isHermitian hF h
    -- the adjoint of the self-consistent equation
    have ha := congrArg Matrix.conjTranspose h.equation
    simp only [Matrix.conjTranspose_mul, hF.eq, hS.eq, hL.eq] at ha
    calc F (density C) * density C * S = F (density C) * C * (Cᴴ * S) := by
          simp only [density, Matrix.mul_assoc]
      _ = S * C * (L * (Cᴴ * S)) := by rw [h.equation]; simp only [Matrix.mul_assoc]
      _ = S * C * (Cᴴ * F (density C)) := by rw [← ha]
      _ = S * density C * F (density C) := by simp only [density, Matrix.mul_assoc]
  · intro hc
    refine ⟨Cᴴ * F (density C) * C, hC, ?_⟩
    calc F (density C) * C = F (density C) * C * (Cᴴ * S * C) := by rw [hC, Matrix.mul_one]
      _ = F (density C) * density C * S * C := by simp only [density, Matrix.mul_assoc]
      _ = S * density C * F (density C) * C := by rw [hc]
      _ = S * C * (Cᴴ * F (density C) * C) := by simp only [density, Matrix.mul_assoc]

omit [Fintype k] [DecidableEq k] in
/-- The Fock matrix is Hermitian if the one-electron matrix and the density matrix are, and the
integrals obey `(pq|rs)* = (qp|sr)` and `(pq|rs) = (rs|pq)`. -/
theorem fock_isHermitian {h P : Matrix n n ℂ} {g : n → n → n → n → ℂ}
    (hh : h.IsHermitian) (hP : P.IsHermitian)
    (hg : ∀ p q r s, star (g p q r s) = g q p s r)
    (hs : ∀ p q r s, g p q r s = g r s p q) : (fock h g P).IsHermitian := by
  ext p q
  simp only [Matrix.conjTranspose_apply, fock, Matrix.of_apply, star_add, star_sum,
    star_mul', star_sub, hg, hP.apply, hh.apply]
  rw [Finset.sum_comm]
  congr 1
  refine Finset.sum_congr rfl fun r _ => Finset.sum_congr rfl fun s _ => ?_
  -- exchange terms agree by the symmetry between the two electrons
  rw [hs r q p s]

/-- Model two-electron integrals on three basis functions: `(pq|rs) = 1` if `p = q` and
`r = s`, and zero otherwise. -/
def modelRepulsion (p q r s : Fin 3) : ℂ := if p = q ∧ r = s then 1 else 0

/-- Two electrons in three basis functions with the model repulsion: the integrals have the
required symmetries, the Fock matrix is Hermitian, and the first two basis functions are a
self-consistent solution with a non-diagonal `L`. -/
theorem scf_witness :
    (∀ p q r s, star (modelRepulsion p q r s) = modelRepulsion q p s r) ∧
    (∀ p q r s, modelRepulsion p q r s = modelRepulsion r s p q) ∧
    (fock !![0, 1, 0; 1, 0, 0; 0, 0, 5] modelRepulsion
      (density (!![1, 0; 0, 1; 0, 0] : Matrix (Fin 3) (Fin 2) ℂ))).IsHermitian ∧
    SCFSolution (fock !![0, 1, 0; 1, 0, 0; 0, 0, 5] modelRepulsion)
      !![1, 0, 0; 0, 1, 0; 0, 0, 2]
      (!![1, 0; 0, 1; 0, 0] : Matrix (Fin 3) (Fin 2) ℂ) !![1, 1; 1, 1] := by
  have hg : ∀ p q r s, star (modelRepulsion p q r s) = modelRepulsion q p s r := by
    intro p q r s
    unfold modelRepulsion
    split_ifs <;> simp_all
  have hs : ∀ p q r s, modelRepulsion p q r s = modelRepulsion r s p q := by
    intro p q r s
    simp [modelRepulsion, and_comm]
  refine ⟨hg, hs, fock_isHermitian ?_ (Matrix.isHermitian_mul_conjTranspose_self _) hg hs,
    ?_, ?_⟩
  · ext i j
    fin_cases i <;> fin_cases j <;> simp
  · ext i j
    fin_cases i <;> fin_cases j <;>
      simp [Matrix.mul_apply, Fin.sum_univ_three]
  · ext i j
    fin_cases i <;> fin_cases j <;>
      simp [fock, density, modelRepulsion, Matrix.mul_apply, Fin.sum_univ_three,
        Fin.sum_univ_two]

end

end DiracHartreeFockCanonical
```

```lean
#print axioms DiracHartreeFockCanonical.canonical_orbitals_exist
-- 'DiracHartreeFockCanonical.canonical_orbitals_exist' depends on axioms: [propext, Classical.choice, Quot.sound]
#print axioms DiracHartreeFockCanonical.orbital_energies_unique
-- 'DiracHartreeFockCanonical.orbital_energies_unique' depends on axioms: [propext, Classical.choice, Quot.sound]
#print axioms DiracHartreeFockCanonical.scf_iff_commutator
-- 'DiracHartreeFockCanonical.scf_iff_commutator' depends on axioms: [propext, Classical.choice, Quot.sound]
```

## From the matrix identities to the Lean proof

Most of the proofs are `calc` chains that follow the displayed equations line by line. Between the physical steps, `Matrix.mul_assoc` moves brackets and `Matrix.conjTranspose_mul` expands the adjoint of a product.

`multiplier_eq` inserts $1=C^\dagger SC$ and applies the self-consistent equation. `multiplier_isHermitian` rewrites $L$ as $C^\dagger FC$ and uses Mathlib's lemma that this form inherits hermiticity from $F$. `rotate` first proves that the density is unchanged, as `hd`. It needs this before it can treat the equation, because $F$ is evaluated at the density of the rotated spinors.

In `canonical_orbitals_exist`, the spectral theorem supplies `eigenvectorUnitary` and the real `eigenvalues`. The step `hLU` reads the eigenvector equation entry by entry to obtain $LU=U\,\mathrm{diag}(\varepsilon_i)$. Multiplication by $U^\dagger$ gives `hD`, and `rotate` does the rest.

`same_density_unitary` constructs $U=C^\dagger SC'$ and proves $U^\dagger U=1$; `Matrix.mem_unitaryGroup_iff'` accepts this one identity as proof that the square matrix is unitary. `orbital_energies_unique` turns the products into determinants of diagonal matrices, then removes $U^\dagger$ and $U$ by the product rule for determinants.

The two directions of `scf_iff_commutator` are the two chains above, with the adjoint equation stored as `ha`. In `fock_isHermitian`, `Finset.sum_comm` performs the exchange of $r$ and $s$, and the final `rw` applies the symmetry between the electrons to the exchange term.

`scf_witness` checks the two-electron example. It obtains the hermiticity of the Fock matrix from `fock_isHermitian` and verifies orthonormality and the self-consistent equation entry by entry, with `fin_cases` running through the indices.
